# Curl's relation between the spin-rotation tensor and the g-shift at second order

To simulate the Zeeman pattern of a free radical, I take the spin-rotation constants from a zero-field fit and set each g-shift to minus the spin-rotation constant divided by twice the rotational constant. At second order, both quantities are sums over excited states whose energies and matrix elements I don't know. How can all of that cancel when many states contribute, perhaps with different signs? And could another way of splitting up the energy give me different tensors?

## Rotation and field act through the same orbital matrix elements

The cancellation happens state by state, before the sum is taken. Let $S$ be the spin, $N$ the total angular momentum without spin and $h$ the magnetic field (not Planck's constant), with components along the principal axes of inertia. The nuclei carry $N$ minus the orbital angular momentum, and squaring this difference in the rotational energy gives a cross term that couples $-2B_jN_j$ to the orbital motion. Excited state $k$ lies $D_k>0$ above the ground state and has spin-orbit elements $a_{ki}$ and orbital elements $l_{kj}$. With rotational constants $B_j$ and magnetic factor $b$, which stands for the Bohr magneton, the perturbation has the matrix element

$$V_k=A_k+L_k,\quad A_k=\sum_i a_{ki}S_i,\quad L_k=\sum_j l_{kj}W_j,\quad W_j=b h_j-2B_jN_j.$$

The second-order energy is the minimum over amplitudes $c_k$ of $\sum_k[D_k|c_k|^2+2\,\mathrm{Re}(c_k^*V_k)]$. Completing the square,

$$D_k|c_k|^2+2\,\mathrm{Re}(c_k^*V_k)=\frac{|D_kc_k+V_k|^2}{D_k}-\frac{|V_k|^2}{D_k},$$

so the minimum is $E=-\sum_k|V_k|^2/D_k$, reached at $c_k=-V_k/D_k$. Now $|V_k|^2=|A_k|^2+|L_k|^2+2\,\mathrm{Re}(A_kL_k^*)$. The first term depends on spin only and the second is spin-free. The third contributes

$$-2\sum_{ij}P_{ij}S_iW_j=\sum_{ij}4B_jP_{ij}S_iN_j-2b\sum_{ij}P_{ij}S_ih_j,\quad P_{ij}=\sum_k\frac{\mathrm{Re}(a_{ki}l_{kj}^*)}{D_k}.$$

Reading off the couplings $\sum\varepsilon_{ij}S_iN_j$ and $b\sum d_{ij}S_ih_j$ gives $\varepsilon_{ij}=4B_jP_{ij}$ and $d_{ij}=-2P_{ij}$. Eliminating $P_{ij}$ gives $d_{ij}=-\varepsilon_{ij}/(2B_j)$ for $B_j\neq0$.

For this energy, as a function of real vectors, another split can't change the tensors. Write $e_i$ for the unit vector along axis $i$. Every spin-only or spin-free term drops out of

$$E(e_i,e_j,0)-E(e_i,0,0)-E(0,e_j,0)+E(0,0,0)=\varepsilon_{ij},$$

where the arguments are $S,N,h$. The same difference with $e_j$ in the field slot gives $b\,d_{ij}$, which fixes $d_{ij}$ because $b\neq0$.

In the Lean file below, `Model` holds $D,a,l,B,b$ as `gap`, `so`, `orb`, `rot` and `b`. States and axes are any finite types, and matrix elements may be complex. `HasCouplings ε d` says that, for all real vectors $S,N,h$, the minimum of `hylleraas` is some function of $S$, plus some function of $N$ and $h$, plus the two couplings. `curl_relation` assumes positive gaps, nonzero $b$ and nonzero $B_j$. It states that such tensors exist and that every such pair obeys the relation. The first index belongs to the spin and the second to the rotation or field; some texts order the indices of $\varepsilon$ the other way.

```lean
import Mathlib

open ComplexConjugate

namespace CurlRelation

noncomputable section

/-- Data of a molecule with excited states `k` and axes `i`: excitation gaps, spin-orbit and
orbital angular momentum matrix elements, rotational constants and the magnetic factor `b`. -/
structure Model (κ ι : Type*) where
  gap : κ → ℝ
  so : κ → ι → ℂ
  orb : κ → ι → ℂ
  rot : ι → ℝ
  b : ℝ

variable {κ ι : Type*} [Fintype κ] [Fintype ι]

/-- The bilinear coupling `∑ T i j * u i * v j` of two vectors through a tensor `T`. -/
def coupling (T : ι → ι → ℝ) (u v : ι → ℝ) : ℝ := ∑ i, ∑ j, T i j * u i * v j

namespace Model

/-- The vector `b h - 2 B N` to which the orbital angular momentum couples, combining the
magnetic field `h` and the rotation `N`. -/
def orbitalField (M : Model κ ι) (N h : ι → ℝ) (i : ι) : ℝ := M.b * h i - 2 * M.rot i * N i

/-- The matrix element of the perturbation between the ground state and excited state `k`. -/
def mixing (M : Model κ ι) (S N h : ι → ℝ) (k : κ) : ℂ :=
  ∑ i, M.so k i * (S i : ℂ) + ∑ i, M.orb k i * (M.orbitalField N h i : ℂ)

/-- The second-order Hylleraas functional of the admixture amplitudes `c`. -/
def hylleraas (M : Model κ ι) (S N h : ι → ℝ) (c : κ → ℂ) : ℝ :=
  ∑ k, (M.gap k * Complex.normSq (c k) + 2 * (conj (c k) * M.mixing S N h k).re)

/-- The tensors `ε` (spin-rotation) and `d` (g-shift) describe the molecule if the minimum of
the Hylleraas functional is a spin-only term, a spin-free term, and the couplings
`S·ε·N` and `b S·d·h`. -/
def HasCouplings (M : Model κ ι) (ε d : ι → ι → ℝ) : Prop :=
  ∃ (F : (ι → ℝ) → ℝ) (G : (ι → ℝ) → (ι → ℝ) → ℝ), ∀ S N h : ι → ℝ,
    IsLeast (Set.range (M.hylleraas S N h))
      (F S + G N h + coupling ε S N + M.b * coupling d S h)

/-- The sum over states of the real part of the spin-orbit element times the conjugate of the
orbital element, divided by the gap, for nonzero gaps. -/
def overlap (M : Model κ ι) (i j : ι) : ℝ :=
  ∑ k, (M.so k i * conj (M.orb k j)).re / M.gap k

/-- The second-order spin-rotation tensor, for nonzero gaps. -/
def spinRotation (M : Model κ ι) (i j : ι) : ℝ := 4 * M.rot j * M.overlap i j

/-- The second-order shift of the g-tensor, for nonzero gaps. -/
def gShift (M : Model κ ι) (i j : ι) : ℝ := -2 * M.overlap i j

end Model

/-- Completing the square for one excited state with a nonzero gap `D`. -/
theorem complete_square (D : ℝ) (c v : ℂ) (hD : D ≠ 0) :
    D * Complex.normSq c + 2 * (conj c * v).re =
      Complex.normSq ((D : ℂ) * c + v) / D - Complex.normSq v / D := by
  simp only [Complex.normSq_apply, Complex.mul_re, Complex.mul_im, Complex.conj_re,
    Complex.conj_im, Complex.add_re, Complex.add_im, Complex.ofReal_re, Complex.ofReal_im]
  rw [← sub_div, eq_div_iff hD]
  ring

/-- For positive gaps the minimum of the Hylleraas functional is the second-order
perturbation energy. -/
theorem isLeast_secondOrder (M : Model κ ι) (hD : ∀ k, 0 < M.gap k) (S N h : ι → ℝ) :
    IsLeast (Set.range (M.hylleraas S N h))
      (-∑ k, Complex.normSq (M.mixing S N h k) / M.gap k) := by
  constructor
  · -- the first-order amplitudes attain the value
    refine ⟨fun k => -(M.mixing S N h k * (M.gap k : ℂ)⁻¹), ?_⟩
    rw [Model.hylleraas, ← Finset.sum_neg_distrib]
    refine Finset.sum_congr rfl fun k _ => ?_
    have hne : (M.gap k : ℂ) ≠ 0 := Complex.ofReal_ne_zero.mpr (hD k).ne'
    have h0 : (M.gap k : ℂ) * -(M.mixing S N h k * (M.gap k : ℂ)⁻¹)
        + M.mixing S N h k = 0 := by
      linear_combination (-M.mixing S N h k) * mul_inv_cancel₀ hne
    rw [complete_square _ _ _ (hD k).ne', h0, map_zero, zero_div, zero_sub]
  · -- any other amplitudes add a nonnegative square
    rintro _ ⟨c, rfl⟩
    rw [Model.hylleraas, ← Finset.sum_neg_distrib]
    refine Finset.sum_le_sum fun k _ => ?_
    rw [complete_square _ _ _ (hD k).ne']
    have := div_nonneg
      (Complex.normSq_nonneg ((M.gap k : ℂ) * c k + M.mixing S N h k)) (hD k).le
    linarith

/-- For nonzero gaps, the real part of the spin-orbit mixing times the conjugate of the orbital
mixing, divided by the gap and summed over states, is a bilinear coupling of the spin `S` to the
vector `w` acting on the orbital motion. -/
theorem cross_sum (M : Model κ ι) (S w : ι → ℝ) :
    ∑ k, ((∑ i, M.so k i * (S i : ℂ)) * conj (∑ j, M.orb k j * (w j : ℂ))).re / M.gap k
      = coupling M.overlap S w := by
  have key : ∀ k, ((∑ i, M.so k i * (S i : ℂ)) *
      conj (∑ j, M.orb k j * (w j : ℂ))).re / M.gap k =
      ∑ i, ∑ j, (M.so k i * conj (M.orb k j)).re / M.gap k * S i * w j := by
    intro k
    rw [map_sum, Finset.sum_mul_sum, Complex.re_sum, Finset.sum_div]
    refine Finset.sum_congr rfl fun i _ => ?_
    rw [Complex.re_sum, Finset.sum_div]
    refine Finset.sum_congr rfl fun j _ => ?_
    simp only [map_mul, Complex.conj_ofReal, Complex.mul_re, Complex.mul_im,
      Complex.conj_re, Complex.conj_im, Complex.ofReal_re, Complex.ofReal_im]
    ring
  rw [Finset.sum_congr rfl fun k _ => key k, Finset.sum_comm]
  refine Finset.sum_congr rfl fun i _ => ?_
  rw [Finset.sum_comm]
  refine Finset.sum_congr rfl fun j _ => ?_
  rw [Model.overlap, Finset.sum_mul, Finset.sum_mul]

/-- For positive gaps the sum-over-states tensors describe the molecule. -/
theorem hasCouplings_sumOverStates (M : Model κ ι) (hD : ∀ k, 0 < M.gap k) :
    M.HasCouplings M.spinRotation M.gShift := by
  refine ⟨fun S => -∑ k, Complex.normSq (∑ i, M.so k i * (S i : ℂ)) / M.gap k,
    fun N h => -∑ k, Complex.normSq (∑ i, M.orb k i * (M.orbitalField N h i : ℂ)) / M.gap k,
    fun S N h => ?_⟩
  -- separate the spin-only, spin-free and interference parts
  have hs : ∑ k, Complex.normSq (M.mixing S N h k) / M.gap k =
      ∑ k, Complex.normSq (∑ i, M.so k i * (S i : ℂ)) / M.gap k
      + ∑ k, Complex.normSq (∑ i, M.orb k i * (M.orbitalField N h i : ℂ)) / M.gap k
      + 2 * coupling M.overlap S (M.orbitalField N h) := by
    rw [← cross_sum, Finset.mul_sum, ← Finset.sum_add_distrib, ← Finset.sum_add_distrib]
    refine Finset.sum_congr rfl fun k _ => ?_
    rw [Model.mixing, Complex.normSq_add]
    ring
  -- split the interference into rotation and field
  have hl : -2 * coupling M.overlap S (M.orbitalField N h) =
      coupling M.spinRotation S N + M.b * coupling M.gShift S h := by
    simp only [coupling, Finset.mul_sum, ← Finset.sum_add_distrib]
    refine Finset.sum_congr rfl fun i _ => Finset.sum_congr rfl fun j _ => ?_
    simp only [Model.spinRotation, Model.gShift, Model.orbitalField]
    ring
  convert isLeast_secondOrder M hD S N h using 1
  rw [hs]
  linear_combination -hl

/-- For nonzero `b` the spin-rotation and g-shift tensors of a molecule are unique. -/
theorem couplings_unique (M : Model κ ι) (hb : M.b ≠ 0) {ε d ε' d' : ι → ι → ℝ}
    (H : M.HasCouplings ε d) (H' : M.HasCouplings ε' d') : ε = ε' ∧ d = d' := by
  classical
  obtain ⟨F, G, hF⟩ := H
  obtain ⟨F', G', hF'⟩ := H'
  have e := fun S N h => (hF S N h).unique (hF' S N h)
  have cs : ∀ (T : ι → ι → ℝ) (i j : ι),
      coupling T (Pi.single i 1) (Pi.single j 1) = T i j := by
    intro T i j
    simp [coupling, Pi.single_apply]
  have cl : ∀ (T : ι → ι → ℝ) (v : ι → ℝ), coupling T 0 v = 0 := by
    intro T v
    simp [coupling]
  have cr : ∀ (T : ι → ι → ℝ) (u : ι → ℝ), coupling T u 0 = 0 := by
    intro T u
    simp [coupling]
  -- mixed differences at unit vectors isolate single tensor components
  constructor
  · funext i j
    have h1 := e (Pi.single i 1) (Pi.single j 1) 0
    have h2 := e (Pi.single i 1) 0 0
    have h3 := e 0 (Pi.single j 1) 0
    have h4 := e 0 0 0
    simp only [cs, cl, cr, mul_zero, add_zero] at h1 h2 h3 h4
    linarith
  · funext i j
    have h1 := e (Pi.single i 1) 0 (Pi.single j 1)
    have h2 := e (Pi.single i 1) 0 0
    have h3 := e 0 0 (Pi.single j 1)
    have h4 := e 0 0 0
    simp only [cs, cl, cr, mul_zero, add_zero] at h1 h2 h3 h4
    exact mul_left_cancel₀ hb (by linarith)

/-- Curl's relation: for positive gaps, nonzero `b` and nonzero rotational constants, coupling
tensors exist, and the g-shift is minus the spin-rotation tensor divided by `2 B`. -/
theorem curl_relation (M : Model κ ι) (hD : ∀ k, 0 < M.gap k) (hb : M.b ≠ 0)
    (hB : ∀ j, M.rot j ≠ 0) :
    (∃ ε d, M.HasCouplings ε d) ∧
      ∀ ε d, M.HasCouplings ε d → ∀ i j, d i j = -ε i j / (2 * M.rot j) := by
  refine ⟨⟨_, _, hasCouplings_sumOverStates M hD⟩, fun ε d H i j => ?_⟩
  obtain ⟨h1, h2⟩ := couplings_unique M hb H (hasCouplings_sumOverStates M hD)
  rw [h1, h2, eq_div_iff (mul_ne_zero two_ne_zero (hB j)), Model.gShift, Model.spinRotation]
  ring

/-- If the spin-orbit elements are `ζ` times the orbital ones, the gaps are positive and `b` is
nonzero, the diagonal g-shift is `-2 ζ` times the sum of `|l|² / D` over excited states. -/
theorem gShift_of_proportional (M : Model κ ι) (hD : ∀ k, 0 < M.gap k) (hb : M.b ≠ 0)
    (ζ : ℝ) (hζ : ∀ k i, M.so k i = (ζ : ℂ) * M.orb k i) {ε d : ι → ι → ℝ}
    (H : M.HasCouplings ε d) (j : ι) :
    d j j = -2 * (ζ * ∑ k, Complex.normSq (M.orb k j) / M.gap k) := by
  have ho : M.overlap j j = ζ * ∑ k, Complex.normSq (M.orb k j) / M.gap k := by
    rw [Model.overlap, Finset.mul_sum]
    refine Finset.sum_congr rfl fun k _ => ?_
    rw [hζ, mul_assoc, Complex.mul_conj, ← Complex.ofReal_mul, Complex.ofReal_re, mul_div_assoc]
  rw [(couplings_unique M hb H (hasCouplings_sumOverStates M hD)).2, Model.gShift, ho]

end

end CurlRelation
```

```lean
#print axioms CurlRelation.curl_relation
#print axioms CurlRelation.gShift_of_proportional
```

```
'CurlRelation.curl_relation' depends on axioms: [propext, Classical.choice, Quot.sound]
'CurlRelation.gShift_of_proportional' depends on axioms: [propext, Classical.choice, Quot.sound]
```

`complete_square` is the identity above. `isLeast_secondOrder` inserts the optimal amplitudes to show that the minimum is attained, then uses the nonnegative square to bound all other choices. `cross_sum` expands the interference term and exchanges the sums, producing `overlap`, which is $P$. `hasCouplings_sumOverStates` separates the three parts of the energy and splits $W$ into field and rotation.

`couplings_unique` evaluates two descriptions of the same minimum at unit and zero vectors; `linarith` forms the mixed differences, and $b$ is cancelled for $d$. `curl_relation` then identifies any given pair with the explicit tensors and eliminates $P$. Finally, `gShift_of_proportional` treats $a_{ki}=\zeta l_{ki}$ with real $\zeta$, where $d_{jj}=-2\zeta\sum_k|l_{kj}|^2/D_k$, so a positive $\zeta$ can't raise a diagonal g-value.

For your simulation, this supports estimating g-shifts from zero-field constants as far as second-order mixing with finitely many states dominates. Direct first-order contributions to either tensor are left out. The step you still supply is the passage from real vectors $S$ and $N$ to angular momentum operators, whose components don't commute, in the effective Hamiltonian.
